# At incommensurate wavevectors, the Fourier sum of folded force constants, not all zero, depends on the periodic images chosen

Take a supercell of one site and a single on-site force constant $C(0)=c\neq0$. Folding puts $c$ on every integer site. Representing the only class by site $0$ gives the Fourier sum $c$; representing it by site $1$ gives $ce^{-iq}$. The two agree only when $q$ is a multiple of $2\pi$.

The same ambiguity affects phonon interpolation from supercell force constants, treated here for a scalar chain with one atom per primitive cell and finite range.

## The chain, its supercell and its images

The force constants `C : ℤ →₀ ℂ` are nonzero at finitely many integers. Lattice spacing and mass are one. Neither Hermiticity nor the acoustic sum rule is imposed, and $C$ is taken as given, however it was computed. For $N\ge1$, write

$$C_N(n)=\sum_j C(n+jN),\qquad D(q)=\sum_n C(n)e^{-iqn}.$$

In Lean these are `folded` and `dynamical`, and `phase q n` is $e^{-iqn}$. `Commensurate N q` means $qN=2\pi k$ for some integer $k$.

```lean
import Mathlib

open Finset

namespace FoldedForceConstants

noncomputable section

/-- The supercell force constant `C_N(n) = ∑_j C(n + jN)`, for `N ≥ 1`. -/
def folded (N : ℕ) (C : ℤ →₀ ℂ) (n : ℤ) : ℂ := ∑ᶠ j : ℤ, C (n + j * (N : ℤ))

/-- The plane-wave factor `exp(-iqn)` at site `n`. -/
def phase (q : ℝ) (n : ℤ) : ℂ := Complex.exp (((-(q * n) : ℝ) : ℂ) * Complex.I)

/-- The dynamical matrix `D(q) = ∑_n C(n) exp(-iqn)` of the infinite chain. -/
def dynamical (C : ℤ →₀ ℂ) (q : ℝ) : ℂ := C.sum fun n c => c * phase q n

/-- The wavevector `q` fits the supercell: `qN` is an integer multiple of `2π`. -/
def Commensurate (N : ℕ) (q : ℝ) : Prop := ∃ k : ℤ, q * N = 2 * Real.pi * k
```

A `Cell` $S$ picks one site $s_a$ in each class $a$ modulo $N$; the sites need not be contiguous. `S.move a` replaces $s_a$ by $s_a+N$. The sum under study, `interp`, is $F_S(q)=\sum_a C_N(s_a)e^{-iqs_a}$.

```lean
/-- A choice of one representative site in every residue class modulo `N`. -/
structure Cell (N : ℕ) where
  site : ZMod N → ℤ
  valid : ∀ a, ((site a : ℤ) : ZMod N) = a

/-- The cell obtained by moving the representative of class `a` by `N` sites. -/
def Cell.move {N : ℕ} (S : Cell N) (a : ZMod N) : Cell N where
  site := Function.update S.site a (S.site a + N)
  valid := by
    intro b
    by_cases h : b = a
    · rw [h]
      simp [S.valid a]
    · simp [h, S.valid b]

/-- The Fourier sum of the folded force constants over the sites of a cell. -/
def interp {N : ℕ} [NeZero N] (C : ℤ →₀ ℂ) (S : Cell N) (q : ℝ) : ℂ :=
  ∑ a, folded N C (S.site a) * phase q (S.site a)
```

## Phases and periodicity

**(a)** Show that folded constants are periodic: $C_N(n+kN)=C_N(n)$.

*Solution.* $\sum_j C(n+(j+k)N)$ becomes $C_N(n)$ on replacing $j+k$ by $j$. `finsum_comp_equiv` makes this shift.

```lean
/-- Folded force constants are unchanged by any supercell translation. -/
theorem folded_periodic (N : ℕ) (C : ℤ →₀ ℂ) (n k : ℤ) :
    folded N C (n + k * N) = folded N C n := by
  -- shift the summation index by `k`
  have h := finsum_comp_equiv (Equiv.addRight k) (f := fun j : ℤ => C (n + j * (N : ℤ)))
  refine Eq.trans (finsum_congr fun j => ?_) h
  show C (n + k * N + j * N) = C (n + (j + k) * N)
  congr 1
  ring
```

**(b)** Show that sites $m,n$ in the same class satisfy $n=m+kN$ for some integer $k$.

*Solution.* Congruence means that $N$ divides $n-m$; call the quotient $k$.

```lean
lemma exists_shift {N : ℕ} {m n : ℤ} (h : (m : ZMod N) = (n : ZMod N)) :
    ∃ k : ℤ, n = m + k * N := by
  obtain ⟨k, hk⟩ := (ZMod.intCast_eq_intCast_iff_dvd_sub m n N).1 h
  exact ⟨k, by linear_combination hk⟩
```

**(c)** Factorise the phase: $e^{-iq(m+n)}=e^{-iqm}e^{-iqn}$.

*Solution.* Exponents add.

```lean
lemma phase_add (q : ℝ) (m n : ℤ) : phase q (m + n) = phase q m * phase q n := by
  unfold phase
  rw [← Complex.exp_add]
  congr 1
  push_cast
  ring
```

**(d)** Show that $e^{-iqN}=1$ exactly when $q$ is commensurate.

*Solution.* The exponential is one exactly when $-qN=2\pi k$. Replacing $k$ by $-k$ gives the definition, in both directions.

```lean
/-- The phase across one supercell is `1` exactly at commensurate wavevectors. -/
theorem phase_supercell (N : ℕ) (q : ℝ) : phase q (N : ℤ) = 1 ↔ Commensurate N q := by
  unfold phase Commensurate
  rw [Complex.exp_eq_one_iff, Int.cast_natCast]
  constructor
  · rintro ⟨k, hk⟩
    have h : ((-(q * N) : ℝ) : ℂ) = ((k * (2 * Real.pi) : ℝ) : ℂ) :=
      mul_right_cancel₀ Complex.I_ne_zero (by rw [hk]; push_cast; ring)
    have h' := Complex.ofReal_injective h
    refine ⟨-k, ?_⟩
    push_cast
    linear_combination -h'
  · rintro ⟨k, hk⟩
    refine ⟨-k, ?_⟩
    rw [hk]
    push_cast
    ring
```

**(e)** Show that $|e^{-iqn}-1|=2|\sin(qn/2)|$.

*Solution.* With $t=qn/2$,
$$e^{-2it}-1=e^{-it}(e^{-it}-e^{it})=-2i\,e^{-it}\sin t.$$
Take moduli. The step `key` is this identity.

```lean
lemma norm_phase_sub_one (q : ℝ) (n : ℤ) :
    ‖phase q n - 1‖ = 2 * |Real.sin (q * n / 2)| := by
  obtain ⟨t, ht⟩ : ∃ t : ℝ, t = q * n / 2 := ⟨_, rfl⟩
  rw [← ht]
  have h1 : phase q n = Complex.exp (-(t : ℂ) * Complex.I) *
      Complex.exp (-(t : ℂ) * Complex.I) := by
    rw [phase, ← Complex.exp_add, ht]
    congr 1
    push_cast
    ring
  have h2 : Complex.exp (-(t : ℂ) * Complex.I) * Complex.exp ((t : ℂ) * Complex.I) = 1 := by
    rw [← Complex.exp_add]
    simp
  -- take out the phase of half the distance; a sine remains
  have key : phase q n - 1 = Complex.exp (-(t : ℂ) * Complex.I) *
      (((-2 * Real.sin t : ℝ) : ℂ) * Complex.I) := by
    push_cast
    rw [Complex.sin]
    linear_combination h1 + h2 + (Complex.exp (-(t : ℂ) * Complex.I) *
      (Complex.exp (-(t : ℂ) * Complex.I) - Complex.exp ((t : ℂ) * Complex.I))) * Complex.I_sq
  rw [key, norm_mul, norm_mul, Complex.norm_I, Complex.norm_real,
    show -(t : ℂ) * Complex.I = ((-t : ℝ) : ℂ) * Complex.I by simp,
    Complex.norm_exp_ofReal_mul_I, Real.norm_eq_abs, abs_mul]
  norm_num
```

## Moving one representative

**(f)** Derive
$$F_{S.\mathrm{move}\,a}(q)-F_S(q)=C_N(s_a)e^{-iqs_a}(e^{-iqN}-1).$$

*Solution.* All terms except $a$ cancel (`Finset.sum_eq_single`). By (a) the moved site has the same folded constant, and by (c) its phase gains $e^{-iqN}$.

```lean
variable {N : ℕ} [NeZero N]

/-- Moving the representative `n` of one class by `N` changes the Fourier sum by
`C_N(n) exp(-iqn) (exp(-iqN) - 1)`. -/
theorem interp_move_sub (C : ℤ →₀ ℂ) (S : Cell N) (a : ZMod N) (q : ℝ) :
    interp C (S.move a) q - interp C S q =
      folded N C (S.site a) * phase q (S.site a) * (phase q N - 1) := by
  unfold interp
  rw [← Finset.sum_sub_distrib, Finset.sum_eq_single a]
  · have h1 : (S.move a).site a = S.site a + N := by simp [Cell.move]
    have h2 : folded N C (S.site a + N) = folded N C (S.site a) := by
      simpa using folded_periodic N C (S.site a) 1
    rw [h1, h2, phase_add]
    ring
  · intro b _ hb
    simp [Cell.move, hb]
  · simp
```

**(g)** Show that this change has modulus $2|C_N(s_a)||\sin(qN/2)|$.

*Solution.* In (f), $|e^{-iqs_a}|=1$; apply (e) with $n=N$.

```lean
/-- The change caused by moving the representative `n` by `N` has modulus
`2 |C_N(n)| |sin(qN/2)|`. -/
theorem norm_interp_move_sub (C : ℤ →₀ ℂ) (S : Cell N) (a : ZMod N) (q : ℝ) :
    ‖interp C (S.move a) q - interp C S q‖ =
      2 * ‖folded N C (S.site a)‖ * |Real.sin (q * N / 2)| := by
  have hp : ‖phase q (S.site a)‖ = 1 := Complex.norm_exp_ofReal_mul_I _
  rw [interp_move_sub, norm_mul, norm_mul, hp, norm_phase_sub_one, Int.cast_natCast]
  ring
```

**(h)** Show that the move changes nothing exactly when $C_N(s_a)=0$ or $q$ is commensurate.

*Solution.* The product in (f) vanishes exactly when one of its factors does. The middle factor never does, and (d) settles the last.

```lean
/-- Moving one representative by `N` leaves the Fourier sum unchanged exactly when its folded
force constant vanishes or `qN` is a multiple of `2π`. -/
theorem interp_move_eq_iff (C : ℤ →₀ ℂ) (S : Cell N) (a : ZMod N) (q : ℝ) :
    interp C (S.move a) q = interp C S q ↔
      folded N C (S.site a) = 0 ∨ Commensurate N q := by
  have hp : phase q (S.site a) ≠ 0 := Complex.exp_ne_zero _
  rw [← sub_eq_zero, interp_move_sub, mul_eq_zero, mul_eq_zero, sub_eq_zero, phase_supercell]
  simp [hp]
```

**(i)** Suppose some $C_N(n)\neq0$. Show that $F_S(q)=F_T(q)$ for all cells $S,T$ exactly when $q$ is commensurate.

*Solution.* If all cells agree, take the sites $0,\dots,N-1$ and move the one equivalent to $n$; (a) and (h) force commensurability. Conversely, representatives of one class differ by $kN$, and $e^{-iqkN}=1$, so the sums agree term by term. If every folded constant were zero, all cells would agree at every $q$.

```lean
/-- If some folded force constant is nonzero, the Fourier sum is the same for all choices of
representatives exactly when `qN` is a multiple of `2π`. -/
theorem interp_independent_iff (C : ℤ →₀ ℂ) (hC : ∃ n, folded N C n ≠ 0) (q : ℝ) :
    (∀ S T : Cell N, interp C S q = interp C T q) ↔ Commensurate N q := by
  constructor
  · intro h
    obtain ⟨n, hn⟩ := hC
    -- start from the sites 0, ..., N-1 and move the one equivalent to `n`
    let S : Cell N := ⟨fun a => (a.val : ℤ), fun a => by simp⟩
    obtain ⟨k, hk⟩ := exists_shift (S.valid (n : ZMod N))
    rw [hk, folded_periodic] at hn
    exact ((interp_move_eq_iff C S (n : ZMod N) q).1 (h _ _)).resolve_left hn
  · rintro ⟨l, hl⟩ S T
    refine Finset.sum_congr rfl fun a _ => ?_
    obtain ⟨k, hk⟩ := exists_shift ((S.valid a).trans (T.valid a).symm)
    have h1 : phase q (k * N) = 1 := by
      have e : q * ((k * N : ℤ) : ℝ) = 2 * Real.pi * l * k := by
        push_cast
        linear_combination (k : ℝ) * hl
      rw [phase, e, Complex.exp_eq_one_iff]
      refine ⟨-(l * k), ?_⟩
      push_cast
      ring
    rw [hk, folded_periodic, phase_add, h1, mul_one]
```

**(j)** Let $C_N(s_a)\neq0$ and $q$ be incommensurate. Show that $F_S(q)=D(q)$ and $F_{S.\mathrm{move}\,a}(q)=D(q)$ cannot both hold.

*Solution.* They would make the two sums equal, against (h). This does not say whether either is right. Nor does (i) identify the common value at commensurate $q$ with $D(q)$; that takes a separate regrouping of the sum for $D(q)$ by classes.

```lean
/-- When `qN` is not a multiple of `2π`, a cell and the cell with one representative of nonzero
folded force constant moved by `N` cannot both reproduce `D(q)`. -/
theorem not_both_exact (C : ℤ →₀ ℂ) (S : Cell N) (a : ZMod N) (q : ℝ)
    (ha : folded N C (S.site a) ≠ 0) (hq : ¬ Commensurate N q) :
    ¬ (interp C S q = dynamical C q ∧ interp C (S.move a) q = dynamical C q) := by
  rintro ⟨h1, h2⟩
  exact ((interp_move_eq_iff C S a q).1 (h2.trans h1.symm)).elim ha hq
```

## Nearest-neighbour springs, two sites

Let $C(0)=2K$ and $C(\pm1)=-K$, with $K$ the spring constant (any complex number in Lean).

```lean
/-- Force constants of the chain with nearest-neighbour springs: `2K` on site, `-K` to each
neighbour. -/
def chain (K : ℂ) : ℤ →₀ ℂ :=
  Finsupp.single 0 (2 * K) - Finsupp.single 1 K - Finsupp.single (-1) K
```

**(k)** Show that $C_2(1)=-2K$.

*Solution.* Only $j=-1,0$ contribute: $C(-1)+C(1)=-2K$. The support bound `hs` selects these terms.

```lean
lemma folded_chain (K : ℂ) : folded 2 (chain K) 1 = -(2 * K) := by
  have happ : ∀ n : ℤ, chain K n = (if 0 = n then 2 * K else 0) -
      (if 1 = n then K else 0) - (if -1 = n then K else 0) := by
    intro n
    simp only [chain, Finsupp.sub_apply, Finsupp.single_apply]
  -- only the two neighbours, at 1 and -1, are folded together
  have hs : Function.support (fun j : ℤ => chain K (1 + j * ((2 : ℕ) : ℤ))) ⊆
      (({-1, 0} : Finset ℤ) : Set ℤ) := by
    intro j hj
    by_contra hn
    have hj' : ¬ j = -1 ∧ ¬ j = 0 := by simpa using hn
    refine hj ?_
    show chain K (1 + j * ((2 : ℕ) : ℤ)) = 0
    rw [happ, if_neg (by omega), if_neg (by omega), if_neg (by omega)]
    simp
  unfold folded
  rw [finsum_eq_sum_of_support_subset _ hs, Finset.sum_pair (by norm_num), happ, happ]
  norm_num
  ring
```

**(l)** Show that moving the odd site by two changes the sum by $4|K||\sin q|$ in modulus.

*Solution.* The odd site is $1+2k$, so (a) and (k) give it the constant $-2K$. Put $N=2$ in (g).

```lean
/-- For the nearest-neighbour chain in a two-site supercell, moving the odd representative by two
sites changes the Fourier sum by `4 |K| |sin q|` in modulus. -/
theorem chain_move (K : ℂ) (S : Cell 2) (q : ℝ) :
    ‖interp (chain K) (S.move 1) q - interp (chain K) S q‖ = 4 * ‖K‖ * |Real.sin q| := by
  have h : ((S.site 1 : ℤ) : ZMod 2) = ((1 : ℤ) : ZMod 2) := by
    rw [S.valid, Int.cast_one]
  obtain ⟨k, hk⟩ := exists_shift h
  have hf : folded 2 (chain K) (S.site 1) = -(2 * K) := by
    rw [← folded_chain K, hk, folded_periodic]
  have hq : q * ((2 : ℕ) : ℝ) / 2 = q := by norm_num
  have h2 : ‖(2 : ℂ)‖ = 2 := by norm_num
  rw [norm_interp_move_sub, hf, hq, norm_neg, norm_mul, h2]
  ring

end

end FoldedForceConstants
```

## Sharing a class between images

A different model would replace `Cell` by weights on the sites, summing to one in each class. It would admit symmetric choices: in the spring chain, representing the even class by site $0$ and giving the sites $\pm1$ half of $C_2(1)$ each yields $2K-2K\cos q=D(q)$ at every $q$.

```lean
#print axioms FoldedForceConstants.folded_periodic
#print axioms FoldedForceConstants.interp_independent_iff
#print axioms FoldedForceConstants.not_both_exact
#print axioms FoldedForceConstants.chain_move
```

```
'FoldedForceConstants.folded_periodic' depends on axioms: [propext, Classical.choice, Quot.sound]
'FoldedForceConstants.interp_independent_iff' depends on axioms: [propext, Classical.choice, Quot.sound]
'FoldedForceConstants.not_both_exact' depends on axioms: [propext, Classical.choice, Quot.sound]
'FoldedForceConstants.chain_move' depends on axioms: [propext, Classical.choice, Quot.sound]
```
